# Transcorrelating a two-level Hamiltonian with J = diag(0, t) multiplies its upper and lower couplings by eᵗ and e⁻ᵗ

The model is a two-level Hamiltonian H, a real 2×2 matrix with zeros on the diagonal and −1 in both off-diagonal places. It is transformed to exp(−J) H exp(J), where J = diag(0, t) and t is any real number. The theorem says that the result again has a zero diagonal, with −eᵗ in the upper right corner and −e⁻ᵗ in the lower left. The attempt first shows that the exponential of diag(0, s) is diag(1, eˢ) for every real s, then uses this for s = −t and s = t and compares the two matrices entry by entry.

An attempt in Lean 4 with a fault in it:

```lean
import Mathlib

open Matrix NormedSpace

namespace TranscorrelatedCounterexample

noncomputable section

/-- The transcorrelated Hamiltonian `exp(-J) H exp(J)`. -/
def transcorrelated {n : Type*} [Fintype n] [DecidableEq n]
    (H J : Matrix n n ℝ) : Matrix n n ℝ :=
  NormedSpace.exp (-J) * H * NormedSpace.exp J

/-- The two-level Hamiltonian with zero diagonal and coupling `-1`. -/
def hop : Matrix (Fin 2) (Fin 2) ℝ := !![0, -1; -1, 0]

/-- The diagonal correlator `J = diag(0, t)`. -/
def correlator (t : ℝ) : Matrix (Fin 2) (Fin 2) ℝ := Matrix.diagonal ![0, t]

/-- The correlator `diag(0, t)` rescales the two couplings by `exp t` and `exp (-t)`. -/
theorem transcorrelated_hop (t : ℝ) :
    transcorrelated hop (correlator t) = !![0, -Real.exp t; -Real.exp (-t), 0] := by
  have key : ∀ s, NormedSpace.exp (correlator s) = Matrix.diagonal ![1, Real.exp s] := by
    intro s
    rw [correlator, Matrix.exp_diagonal]
    refine congrArg Matrix.diagonal (funext fun i => ?_)
    rw [Pi.exp_apply, ← Real.exp_eq_exp_ℝ]
    fin_cases i <;> simp
  have hneg : -correlator t = correlator (-t) := by
    ext i j
    fin_cases i <;> fin_cases j <;> simp [correlator]
  rw [transcorrelated, hneg, key, key]
  ext i j
  fin_cases i <;> fin_cases j <;> simp [hop]

end

end TranscorrelatedCounterexample
```

Lean reports:

```
Main.lean:27:8: error(lean.unknownIdentifier): Unknown identifier `Pi.exp_apply`
```

The mended proof, as a diff:

```diff
@@ -25,5 +25,11 @@
     rw [correlator, Matrix.exp_diagonal]
     refine congrArg Matrix.diagonal (funext fun i => ?_)
-    rw [Pi.exp_apply, ← Real.exp_eq_exp_ℝ]
+    -- the exponential of a tuple is taken entry by entry
+    have entry : NormedSpace.exp (![0, s] : Fin 2 → ℝ) i
+        = NormedSpace.exp ((![0, s] : Fin 2 → ℝ) i) := by
+      exact NormedSpace.map_exp (Pi.evalRingHom (fun _ : Fin 2 => ℝ) i)
+        (continuous_apply i) _
+    refine entry.trans ?_
+    rw [← Real.exp_eq_exp_ℝ]
     fin_cases i <;> simp
   have hneg : -correlator t = correlator (-t) := by
```

Cause. Lean knows no lemma called `Pi.exp_apply`, so the rewrite that cites it fails. The step it was meant to do is sound. After `Matrix.exp_diagonal`, the diagonal holds the exponential of the tuple `![0, s]`, taken in the ring of functions `Fin 2 → ℝ`, and the proof needs its `i`-th entry to be the exponential of the real number `![0, s] i`.

The repair proves this fact on the spot, as `entry`. Reading off the `i`-th entry is a continuous ring homomorphism, `Pi.evalRingHom`, and `NormedSpace.map_exp` says that such a map commutes with the exponential. The line `refine entry.trans ?_` then puts the exponential of a real number on the left of the goal, in place of an entry of the tuple's exponential. The rewrite with `Real.exp_eq_exp_ℝ` is the old one, now on a line of its own, and turns that exponential into `Real.exp`. The added comment has no effect on the proof.
